# One continuous scalar channel with sum aggregation cannot distinguish all two-neighbour environments of real features

Q: Before you claim anything about message passing, tell me what an environment, a channel and an aggregate are.

A: An environment is the collection of neighbours of one atom. Each neighbour is described by a feature x, a point of some feature space X. The order of the neighbours is irrelevant, but repetition counts: two neighbours with the same feature are still two neighbours. In Lean such a collection is a finite multiset, `Multiset X`.

A scalar channel is a function φ from X to the real numbers, and φ(x) is the message of a neighbour with feature x. Sum aggregation adds the messages. For N neighbours with features x₁, …, x_N the aggregate is

φ(x₁) + φ(x₂) + … + φ(x_N).

A channel distinguishes a class of environments if different environments in the class always have different aggregates.

```lean
import Mathlib

open Set

namespace ScalarChannelCollision

noncomputable section

/-- Sum aggregation: the message `φ` of each neighbour is added over the environment `s`,
a finite collection of neighbour features in which order is irrelevant and repetition allowed. -/
def aggregate {X : Type*} (φ : X → ℝ) (s : Multiset X) : ℝ := (s.map φ).sum
```

Q: And for exactly two neighbours?

A: If the features are real numbers, the environment is an unordered pair, written `s(a, b)` in Lean. It equals `s(b, a)`, and `s(a, a)` is allowed. The type of such pairs is `Sym2 ℝ`. There the aggregate is simply written out as φ(a) + φ(b).

One particular channel also gets a name, because it will show what changes when the features are integers:

q(x) = x² + √2 x.

```lean
/-- The scalar channel `x ↦ x² + √2 x`. -/
def quadraticChannel (x : ℝ) : ℝ := x ^ 2 + Real.sqrt 2 * x
```

Q: Now the claim. I can make φ as complicated as I like, say a large neural network with one output. Why should two different pairs still give the same sum?

A: Because φ has a single real output and is assumed to be continuous, as a network built from continuous activation functions is. Take the features 0 and 1 and form the mean message

m = (φ(0) + φ(1)) / 2.

It lies between φ(0) and φ(1). By the intermediate value theorem there is a real number c with φ(c) = m, and therefore

φ(0) + φ(1) = 2m = φ(c) + φ(c).

The pair {0, 1} has two different members and the pair {c, c} does not, so they are different environments with the same aggregate. The size of the network doesn't enter.

Q: So {0, 1} and {c, c} fool every channel?

A: No. The channel is given first, and c depends on it. The statement is that each continuous φ has a collision of its own, not that one collision serves all φ.

Q: My features are interatomic distances. They are positive and end at a cutoff, so your feature 0 is not even allowed.

A: Then use the general version, where X is any preconnected topological space, that is, one that can't be split into two disjoint nonempty open parts. The interval of distances between zero and the cutoff qualifies, and so does the space ℝᵏ of all vectors with k real components. The general version also handles any number of neighbours.

Its first step replaces the plain mean by a weighted one. Take one neighbour with feature a and n neighbours with feature c, and set

m = (φ(a) + n φ(c)) / (n + 1).

Suppose φ(a) ≤ φ(c). Multiplying by n gives n φ(a) ≤ n φ(c), hence

(n + 1) φ(a) ≤ φ(a) + n φ(c) ≤ (n + 1) φ(c).

Dividing by n + 1 gives φ(a) ≤ m ≤ φ(c). If φ(c) ≤ φ(a), the same argument gives φ(c) ≤ m ≤ φ(a). Either way m lies between two values of φ, so it is itself a value φ(d), and

φ(a) + n φ(c) = (n + 1) φ(d).

For n = 0 this only says φ(a) = φ(d), which d = a satisfies.

```lean
/-- For a continuous scalar channel `φ` on a connected feature space, the total message of one
neighbour `a` and `n` neighbours `c` equals that of `n + 1` neighbours sharing a single feature `d`.
-/
theorem exists_common_feature {X : Type*} [TopologicalSpace X] [PreconnectedSpace X]
    {φ : X → ℝ} (hφ : Continuous φ) (a c : X) (n : ℕ) :
    ∃ d, φ a + n * φ c = (n + 1) * φ d := by
  have hn0 : (0 : ℝ) ≤ n := Nat.cast_nonneg n
  have hn : (0 : ℝ) < n + 1 := by linarith
  -- the mean message lies between two values of `φ`, so it is a value of `φ`
  have hm : (φ a + n * φ c) / (n + 1) ∈ range φ := by
    rcases le_total (φ a) (φ c) with h | h
    · have h' := mul_le_mul_of_nonneg_left h hn0
      refine mem_range_of_exists_le_of_exists_ge hφ ⟨a, ?_⟩ ⟨c, ?_⟩
      · rw [le_div_iff₀ hn]
        linarith
      · rw [div_le_iff₀ hn]
        linarith
    · have h' := mul_le_mul_of_nonneg_left h hn0
      refine mem_range_of_exists_le_of_exists_ge hφ ⟨c, ?_⟩ ⟨a, ?_⟩
      · rw [le_div_iff₀ hn]
        linarith
      · rw [div_le_iff₀ hn]
        linarith
  obtain ⟨d, hd⟩ := hm
  refine ⟨d, ?_⟩
  rw [hd, mul_div_cancel₀ _ hn.ne']
```

Q: Where is the intermediate value theorem in that code?

A: It is `mem_range_of_exists_le_of_exists_ge`. A continuous real function on a preconnected space that takes some value at most m and some value at least m also takes the value m. The proof splits on which of φ(a) and φ(c) is smaller. In each case it supplies the two points, clears the denominator, and leaves the linear inequality to `linarith`.

Q: That treats environments in which all neighbours but one are alike. Real environments are messier.

A: Induction on the number of neighbours reduces them to that case. The claim is that every nonempty environment has the same aggregate as a uniform one of the same size, meaning one in which all neighbours share a single feature.

A single neighbour is already uniform. Now let a be added to a nonempty environment s of n neighbours. By the induction hypothesis there is a feature c with

aggregate of s = n φ(c).

The enlarged environment therefore has aggregate φ(a) + n φ(c), and the previous step turns this into (n + 1) φ(d). That is the aggregate of n + 1 neighbours with feature d.

```lean
/-- For a continuous scalar channel on a connected feature space, every nonempty environment has
the same aggregate as some uniform environment with the same number of neighbours. -/
theorem aggregate_eq_uniform {X : Type*} [TopologicalSpace X] [PreconnectedSpace X]
    {φ : X → ℝ} (hφ : Continuous φ) (s : Multiset X) :
    s ≠ 0 → ∃ c, aggregate φ s = aggregate φ (Multiset.replicate s.card c) := by
  induction s using Multiset.induction_on with
  | empty => exact fun h => absurd rfl h
  | cons a s ih =>
    intro _
    by_cases h0 : s = 0
    · subst h0
      exact ⟨a, by simp [aggregate]⟩
    · -- replace the other neighbours by equal ones, then absorb the new neighbour
      obtain ⟨c, hc⟩ := ih h0
      obtain ⟨d, hd⟩ := exists_common_feature hφ a c s.card
      refine ⟨d, ?_⟩
      simp only [aggregate, Multiset.map_cons, Multiset.sum_cons, Multiset.map_replicate,
        Multiset.sum_replicate, Multiset.card_cons, nsmul_eq_mul] at hc ⊢
      rw [hc]
      push_cast
      exact hd
```

A: In the code `Multiset.replicate s.card c` is the uniform environment: as many copies of c as s has members. The `simp only` line expands both aggregates into the sums above, `rw [hc]` inserts the induction hypothesis, and `hd` is the weighted-mean identity.

Q: An equal aggregate is no collision if the uniform environment is the one I started from.

A: Right, so the next theorem assumes that the environment s contains two distinct features a and b. If s were equal to a uniform environment with feature c, every member of s would be c. Then a = c and b = c, so a = b, a contradiction. Hence the uniform environment is a different one.

```lean
/-- For a continuous scalar channel on a connected feature space, every environment containing two
distinct features has the same aggregate as a different environment of the same size, whose
neighbours are all alike. -/
theorem mixed_environment_collides {X : Type*} [TopologicalSpace X] [PreconnectedSpace X]
    {φ : X → ℝ} (hφ : Continuous φ) (s : Multiset X) {a b : X}
    (ha : a ∈ s) (hb : b ∈ s) (hab : a ≠ b) :
    ∃ c, s ≠ Multiset.replicate s.card c ∧
      aggregate φ s = aggregate φ (Multiset.replicate s.card c) := by
  have hs : s ≠ 0 := by
    rintro rfl
    simp at ha
  obtain ⟨c, hc⟩ := aggregate_eq_uniform hφ s hs
  refine ⟨c, fun h => ?_, hc⟩
  have h' := (Multiset.eq_replicate.mp h).2
  exact hab ((h' a ha).trans (h' b hb).symm)
```

A: This covers your distances. Two neighbours at different distances from the central atom have the same aggregate as two neighbours at one common distance, which depends on φ.

Q: And the statement for real pairs?

A: It follows from the weighted-mean step with the features 0 and 1 and n = 1. Read in words: for every function φ from ℝ to ℝ, if φ is continuous, there are real numbers a, b, c, d such that the unordered pairs {a, b} and {c, d} differ and φ(a) + φ(b) = φ(c) + φ(d).

```lean
/-- For every continuous scalar channel `φ` on the reals there are two different unordered pairs of
neighbour features with equal summed messages. -/
theorem two_neighbour_collision (φ : ℝ → ℝ) (hφ : Continuous φ) :
    ∃ a b c d : ℝ, s(a, b) ≠ s(c, d) ∧ φ a + φ b = φ c + φ d := by
  obtain ⟨c, hc⟩ := exists_common_feature hφ (0 : ℝ) 1 1
  refine ⟨0, 1, c, c, fun h => ?_, ?_⟩
  · -- a pair of distinct features is not a pair of equal ones
    rcases Sym2.eq_iff.mp h with ⟨h1, h2⟩ | ⟨h1, h2⟩ <;> linarith
  · push_cast at hc
    linarith
```

A: The proof supplies 0, 1, c, c for the four numbers. `Sym2.eq_iff` says that two unordered pairs are equal exactly when their members match in one of the two orders. Either order would force 0 = c and 1 = c, which `linarith` refutes.

Q: Does this condemn message-passing potentials?

A: No. It bears on them in one restricted way: a model that computes an atom's energy contribution from a single continuous scalar sum over its neighbours must give that atom the same contribution in colliding environments, whatever function is applied to that sum afterwards. The total energy also contains the contributions of the other atoms, whose own environments may differ. Several channels, or several rounds of message passing, are a different model, and the theorem doesn't address them.

Q: What if the message also depends on the central atom?

A: Fix the state of the central atom. What remains is a function of the neighbour's feature, and if that function is continuous, the result applies to it.

Q: Suppose my feature is the full relative position vector. Your uniform environment then puts all the neighbours at the same point.

A: That is a real limit. The theorems treat every point of X as an admissible feature and every multiset as an admissible environment. For distances this is harmless with two neighbours, since two atoms can sit at the same distance in different directions. For position vectors the collision is with an environment of coincident atoms, which is not a physical structure. The theorems don't supply a physical collision in that case.

Chemical species are another limit. If the feature includes a discrete element label, X falls into separate parts and is no longer preconnected. The argument then applies only among neighbours of the same element.

Q: How much must I add to tell all real pairs apart?

A: One more channel is enough if the two are chosen well. Take x and x², and suppose that

a + b = c + d and a² + b² = c² + d².

Since 2ab = (a + b)² − (a² + b²), and likewise for c and d, the products agree: ab = cd. Now expand, using c + d = a + b:

(a − c)(a − d) = a² − a(c + d) + cd = a² − a(a + b) + ab = 0.

So a = c or a = d. The equality of the sums then gives b = d or b = c respectively, and the pairs are equal.

```lean
/-- The two channels `x` and `x²` together distinguish all two-neighbour environments of real
features: equal sums in both channels force equal unordered pairs. -/
theorem two_channels_distinguish {a b c d : ℝ} (h1 : a + b = c + d)
    (h2 : a ^ 2 + b ^ 2 = c ^ 2 + d ^ 2) : s(a, b) = s(c, d) := by
  -- `a` is a root of the quadratic polynomial with roots `c` and `d`
  have h : (a - c) * (a - d) = 0 := by
    linear_combination (a - (a + b + c + d) / 2) * h1 + h2 / 2
  rw [Sym2.eq_iff]
  rcases mul_eq_zero.mp h with h | h
  · exact Or.inl ⟨by linarith, by linarith⟩
  · exact Or.inr ⟨by linarith, by linarith⟩
```

A: The `linear_combination` line obtains the vanishing product directly from the two hypotheses, and the two cases of `mul_eq_zero` are the two ways of matching the pairs. The theorem concerns two neighbours only and makes no claim about larger environments.

Q: Is the trouble with one channel that a single number holds too little information?

A: Not for every kind of feature. If the features are integers, the single continuous channel q distinguishes all two-neighbour environments. Suppose q(a) + q(b) = q(c) + q(d) with a, b, c, d integers. Rearranged, this is

√2 (a + b − c − d) = c² + d² − a² − b².

If a + b − c − d were not zero, dividing by it would make √2 a ratio of integers, which it is not. So a + b = c + d. The left side is then zero, hence a² + b² = c² + d², and the two-channel result finishes the argument.

Q: But q is continuous on the reals, so your theorem on real pairs says that it has a collision.

A: It does, among real features. The integer theorem says that no two different pairs of integers collide. The collision argument needs a feature at which φ takes the mean value, and the integers need not contain one.

```lean
/-- The single channel `x² + √2 x` is continuous and distinguishes all two-neighbour environments
whose features are integers. -/
theorem one_channel_distinguishes_integers :
    Continuous quadraticChannel ∧ ∀ a b c d : ℤ,
      quadraticChannel a + quadraticChannel b = quadraticChannel c + quadraticChannel d →
        s(a, b) = s(c, d) := by
  refine ⟨by unfold quadraticChannel; fun_prop, fun a b c d h => ?_⟩
  unfold quadraticChannel at h
  -- irrationality of `√2` separates the linear sum from the quadratic one
  have h1 : (a : ℝ) + b = c + d := by
    by_contra hne
    have hk : (a : ℝ) + b - c - d ≠ 0 := fun h0 => hne (by linarith)
    apply irrational_sqrt_two
    refine ⟨((c : ℚ) ^ 2 + d ^ 2 - a ^ 2 - b ^ 2) / (a + b - c - d), ?_⟩
    push_cast
    rw [div_eq_iff hk]
    linarith
  have h2 : (a : ℝ) ^ 2 + (b : ℝ) ^ 2 = (c : ℝ) ^ 2 + (d : ℝ) ^ 2 := by
    linear_combination h - Real.sqrt 2 * h1
  have h3 := two_channels_distinguish h1 h2
  rw [Sym2.eq_iff] at h3 ⊢
  exact_mod_cast h3

end

end ScalarChannelCollision
```

A: The statement has two parts: q is continuous, and equal sums over integers force equal pairs. In the proof, `h1` is the equality of the linear sums. It is obtained by contradiction, by exhibiting the rational number that √2 would have to equal. `h2` is the equality of the sums of squares, and `h3` applies the two-channel theorem to the integers regarded as reals. The last line carries the equality of pairs back to the integers.

```lean
#print axioms ScalarChannelCollision.mixed_environment_collides
#print axioms ScalarChannelCollision.two_neighbour_collision
#print axioms ScalarChannelCollision.one_channel_distinguishes_integers
```

```
'ScalarChannelCollision.mixed_environment_collides' depends on axioms: [propext, Classical.choice, Quot.sound]
'ScalarChannelCollision.two_neighbour_collision' depends on axioms: [propext, Classical.choice, Quot.sound]
'ScalarChannelCollision.one_channel_distinguishes_integers' depends on axioms: [propext, Classical.choice, Quot.sound]
```
